# Exactly one CI level lies below a lowest-energy reference coupled to mutually uncoupled excited configurations

The reference configuration has energy a. Excited configurations, labelled by j in a finite set ι, have energies b_j and real couplings v_j to the reference. They do not couple to each other, an idealisation that a general CI matrix does not satisfy. The configurations are orthonormal, and all energies and couplings are given numbers, not computed from orbitals. For the lowest level E, the difference E − a is called the correlation energy here; the usual definition takes the Hartree–Fock determinant as the reference.

```lean
import Mathlib

open Matrix

namespace CorrelationEnergy

noncomputable section
```

In Lean, `none` is the reference and `some j` an excited configuration. The matrix H is `ciMatrix a b v`.

```lean
/-- The CI matrix of a reference configuration `none` with energy `a` and excited configurations
`some j` with energies `b j`, coupled to the reference by `v j` and not to each other. -/
def ciMatrix {ι : Type*} [DecidableEq ι] (a : ℝ) (b v : ι → ℝ) :
    Matrix (Option ι) (Option ι) ℝ :=
  Matrix.of fun p q => match p, q with
    | none, none => a
    | none, some j => v j
    | some i, none => v i
    | some i, some j => if i = j then b i else 0
```

An energy level is a real number with a nonzero real eigenvector. Without `x ≠ 0`, every number would qualify.

```lean
/-- `E` is an energy level of `H` if some nonzero state `x` satisfies `H x = E x`. -/
def IsEnergyLevel {m : Type*} [Fintype m] (H : Matrix m m ℝ) (E : ℝ) : Prop :=
  ∃ x : m → ℝ, x ≠ 0 ∧ H *ᵥ x = E • x
```

The vector u(E), in Lean `ciVector b v E`, has reference coefficient 1 (intermediate normalisation). Its normalised form has reference weight 1/(1 + Σ_j v_j²/(b_j − E)²).

```lean
/-- The CI state with reference coefficient 1 and excited coefficients `-v j / (b j - E)`,
for `E` different from every `b j`. -/
def ciVector {ι : Type*} (b v : ι → ℝ) (E : ℝ) : Option ι → ℝ
  | none => 1
  | some j => -v j / (b j - E)
```

## (a) The coupling sum as the energy rises

Let E ≤ E′, with E′ < b_j for every j. Show that

Σ_j v_j²/(b_j − E) ≤ Σ_j v_j²/(b_j − E′).

**Solution.** Since 0 < b_j − E′ ≤ b_j − E, the nonnegative number v_j² is divided on the right by a positive number that is no larger than the one on the left. Add the terms; `Finset.sum_le_sum` does this in Lean.

```lean
variable {ι : Type*} [Fintype ι] {a E : ℝ} {b v : ι → ℝ}

/-- Below all excited energies, the sum `∑ v j ^ 2 / (b j - E)` does not decrease
when `E` is raised. -/
theorem correlation_sum_mono {E' : ℝ} (hb : ∀ j, E' < b j) (h : E ≤ E') :
    ∑ j, v j ^ 2 / (b j - E) ≤ ∑ j, v j ^ 2 / (b j - E') := by
  refine Finset.sum_le_sum fun j _ => ?_
  exact div_le_div_of_nonneg_left (sq_nonneg _) (sub_pos.2 (hb j)) (by linarith)
```

## (b) A root below the reference

Let b_j ≥ a for all j, so that the reference is lowest in energy (ties allowed), and let some v_k ≠ 0, so that the Hamiltonian mixes it with an excitation. Show that some E < a satisfies the correlation-energy equation

E = a − Σ_j v_j²/(b_j − E).

**Solution.** Put f(E) = E − a + Σ_j v_j²/(b_j − E), which is continuous below a, and S = Σ_j v_j². At E = a − (S + 1) every denominator is at least 1, so

f(E) ≤ −(S + 1) + S = −1.

For the upper end, let d = b_k − a, w = v_k² and t = w/(d + 1 + w). Then 0 < t < 1 and

t(d + t) < t(d + 1 + w) = w.

Hence w/(d + t) > t, and keeping only term k gives f(a − t) ≥ −t + w/(d + t) > 0. The intermediate value theorem gives a root between the two points. In the code, `nlinarith` handles the inequalities for t, and `hlow` and `hhigh` are the two signs.

```lean
/-- If no excited energy lies below the reference energy `a` and some coupling is nonzero,
the correlation-energy equation has a solution below `a`. -/
theorem exists_correlation_root (hb : ∀ j, a ≤ b j) (hv : ∃ j, v j ≠ 0) :
    ∃ E < a, E = a - ∑ j, v j ^ 2 / (b j - E) := by
  obtain ⟨k, hk⟩ := hv
  have hw : 0 < v k ^ 2 := by positivity
  have hd := hb k
  have hD : 0 < b k - a + 1 + v k ^ 2 := by linarith
  -- a distance `t` below the reference at which the term of `k` alone exceeds `t`
  obtain ⟨t, ht⟩ : ∃ t : ℝ, t * (b k - a + 1 + v k ^ 2) = v k ^ 2 :=
    ⟨v k ^ 2 / (b k - a + 1 + v k ^ 2), div_mul_cancel₀ _ hD.ne'⟩
  have t0 : 0 < t := by
    by_contra h
    nlinarith [mul_nonneg (neg_nonneg.2 (not_lt.1 h)) hD.le]
  have t1 : t < 1 := by
    by_contra h
    nlinarith [mul_nonneg (sub_nonneg.2 (not_lt.1 h)) hD.le]
  have htk : t * (b k - (a - t)) < v k ^ 2 := by
    nlinarith [mul_pos t0 (sub_pos.2 t1), mul_pos t0 hw]
  have hS : 0 ≤ ∑ j, v j ^ 2 := Finset.sum_nonneg fun j _ => sq_nonneg _
  have hcont : ContinuousOn (fun E : ℝ => E - a + ∑ j, v j ^ 2 / (b j - E))
      (Set.Icc (a - (∑ j, v j ^ 2 + 1)) (a - t)) := by
    refine ContinuousOn.add (by fun_prop) (continuousOn_finsetSum _ fun j _ => ?_)
    refine ContinuousOn.div (by fun_prop) (by fun_prop) fun E hE => ?_
    have h : 0 < b j - E := by linarith [hb j, hE.2]
    exact h.ne'
  -- far below the reference the function is negative
  have hsum : ∑ j, v j ^ 2 / (b j - (a - (∑ i, v i ^ 2 + 1))) ≤ ∑ j, v j ^ 2 :=
    Finset.sum_le_sum fun j _ => div_le_self (sq_nonneg _) (by linarith [hb j])
  have hlow : a - (∑ i, v i ^ 2 + 1) - a
      + ∑ j, v j ^ 2 / (b j - (a - (∑ i, v i ^ 2 + 1))) ≤ 0 := by linarith
  -- just below the reference it is positive
  have hterm : t < v k ^ 2 / (b k - (a - t)) := by
    rw [lt_div_iff₀ (by linarith)]
    exact htk
  have hsingle : v k ^ 2 / (b k - (a - t)) ≤ ∑ j, v j ^ 2 / (b j - (a - t)) :=
    Finset.single_le_sum (f := fun j => v j ^ 2 / (b j - (a - t)))
      (fun j _ => div_nonneg (sq_nonneg _) (by linarith [hb j])) (Finset.mem_univ k)
  have hhigh : 0 ≤ a - t - a + ∑ j, v j ^ 2 / (b j - (a - t)) := by linarith
  obtain ⟨E, hE, h0⟩ := intermediate_value_Icc (by linarith) hcont
    (show (0 : ℝ) ∈ Set.Icc _ _ from ⟨hlow, hhigh⟩)
  have h0' : E - a + ∑ j, v j ^ 2 / (b j - E) = 0 := h0
  exact ⟨E, by linarith [hE.2], by linarith⟩
```

## (c) The eigenvalue equation in components

Write x_0 for `x none` and x_j for `x (some j)`. Show that H x = E x is equivalent to

a x_0 + Σ_j v_j x_j = E x_0,

v_j x_0 + b_j x_j = E x_j for every j.

**Solution.** Multiply out the rows of H; `simp` does the same.

```lean
variable [DecidableEq ι]

/-- The CI eigenvalue equation in components: one equation for the reference and one for each
excited configuration. -/
theorem ci_equations (x : Option ι → ℝ) :
    ciMatrix a b v *ᵥ x = E • x ↔
      a * x none + ∑ j, v j * x (some j) = E * x none ∧
        ∀ j, v j * x none + b j * x (some j) = E * x (some j) := by
  rw [funext_iff, Option.forall]
  simp [Matrix.mulVec, dotProduct, Fintype.sum_option, ciMatrix]
```

## (d) The shape of every eigenvector

Let E ≠ b_j for all j and H x = E x. Show that

x = x_0 u(E).

**Solution.** The excited rows give (b_j − E) x_j = −v_j x_0. Divide by b_j − E. The reference component is x_0 · 1.

```lean
/-- If `E` differs from every excited energy, each solution of the CI equations at energy `E` is
its reference coefficient times `ciVector`. -/
theorem eq_smul_ciVector (hE : ∀ j, E ≠ b j) {x : Option ι → ℝ}
    (h : ciMatrix a b v *ᵥ x = E • x) : x = x none • ciVector b v E := by
  have h2 := ((ci_equations x).1 h).2
  funext p
  cases p with
  | none =>
    show x none = x none * 1
    ring
  | some j =>
    show x (some j) = x none * (-v j / (b j - E))
    rw [mul_div_assoc', eq_div_iff (sub_ne_zero.2 (hE j).symm)]
    linear_combination h2 j
```

## (e) From a root to an eigenvector

Let E ≠ b_j for all j, and let E solve the equation in (b). Show that

H u(E) = E u(E).

**Solution.** The reference row reads a − Σ_j v_j²/(b_j − E) = E, which is the assumption. The excited rows hold because (b_j − E) u_j = −v_j.

```lean
/-- If `E` differs from every excited energy and solves the correlation-energy equation,
`ciVector` solves the CI equations at energy `E`. -/
theorem ciVector_eigen (hE : ∀ j, E ≠ b j) (h : E = a - ∑ j, v j ^ 2 / (b j - E)) :
    ciMatrix a b v *ᵥ ciVector b v E = E • ciVector b v E := by
  rw [ci_equations]
  constructor
  · show a * 1 + ∑ j, v j * (-v j / (b j - E)) = E * 1
    have hs : ∑ j, v j * (-v j / (b j - E)) = -∑ j, v j ^ 2 / (b j - E) := by
      rw [← Finset.sum_neg_distrib]
      exact Finset.sum_congr rfl fun j _ => by ring
    rw [hs]
    linear_combination (-1 : ℝ) * h
  · intro j
    show v j * 1 + b j * (-v j / (b j - E)) = E * (-v j / (b j - E))
    have hq : -v j / (b j - E) * (b j - E) = -v j :=
      div_mul_cancel₀ _ (sub_ne_zero.2 (hE j).symm)
    linear_combination hq
```

## (f) Levels and roots coincide

For E ≠ b_j for all j, show that

E is an energy level ⇔ E = a − Σ_j v_j²/(b_j − E).

**Solution.** Given an eigenvector x, (d) turns the reference row into

a x_0 − x_0 Σ_j v_j²/(b_j − E) = E x_0.

If x_0 were 0, then x = x_0 u(E) would vanish; so x_0 ≠ 0 and cancels. The converse is (e), as u(E) ≠ 0.

The check that x_0 ≠ 0 relies on E ≠ b_j: if v_j = 0, configuration j alone is an eigenvector at the excluded energy E = b_j, with x_0 = 0.

```lean
/-- A number `E` different from every excited energy is an energy level of the CI matrix exactly
when it solves the correlation-energy equation. -/
theorem isEnergyLevel_iff (hE : ∀ j, E ≠ b j) :
    IsEnergyLevel (ciMatrix a b v) E ↔ E = a - ∑ j, v j ^ 2 / (b j - E) := by
  constructor
  · rintro ⟨x, hx, h⟩
    have hx' := eq_smul_ciVector hE h
    -- the reference configuration must take part in the state
    have h0 : x none ≠ 0 := fun h0 => hx (by rw [hx', h0, zero_smul])
    have hs : ∑ j, v j * x (some j) = -(x none * ∑ j, v j ^ 2 / (b j - E)) := by
      rw [Finset.mul_sum, ← Finset.sum_neg_distrib]
      refine Finset.sum_congr rfl fun j _ => ?_
      have hj : x (some j) = x none * (-v j / (b j - E)) := congrFun hx' (some j)
      rw [hj]
      ring
    have h1 := ((ci_equations x).1 h).1
    rw [hs] at h1
    apply mul_left_cancel₀ h0
    linear_combination (-1 : ℝ) * h1
  · intro h
    exact ⟨ciVector b v E, fun h0 => one_ne_zero (show (1 : ℝ) = 0 from congrFun h0 none),
      ciVector_eigen hE h⟩
```

## (g) One nondegenerate level

Under the assumptions of (b), show that there is an E < a, solving the equation in (b), such that

E′ is an energy level ⇔ E′ = E, for every E′ < a,

H x = E x ⇔ x = c u(E) for some real c.

**Solution.** Part (b) supplies E, and (f) makes every level below a a root. If two roots satisfied E′ < E, (a) would give

E′ = a − Σ_j v_j²/(b_j − E′) ≥ a − Σ_j v_j²/(b_j − E) = E,

a contradiction. `lt_trichotomy` treats both orders. The eigenvectors follow from (d), (e) and linearity.

```lean
/-- If no excited energy lies below the reference energy `a` and some coupling is nonzero, exactly
one energy level `E` lies below `a`. It satisfies the correlation-energy equation, and its
eigenvectors are the nonzero multiples of `ciVector b v E`. -/
theorem unique_correlated_level (hb : ∀ j, a ≤ b j) (hv : ∃ j, v j ≠ 0) :
    ∃ E < a, (∀ E' < a, IsEnergyLevel (ciMatrix a b v) E' ↔ E' = E) ∧
      E = a - ∑ j, v j ^ 2 / (b j - E) ∧
      ∀ x, ciMatrix a b v *ᵥ x = E • x ↔ ∃ c : ℝ, x = c • ciVector b v E := by
  obtain ⟨E, hEa, hE⟩ := exists_correlation_root hb hv
  have hlt : ∀ e < a, ∀ j, e < b j := fun e he j => lt_of_lt_of_le he (hb j)
  have hne : ∀ e < a, ∀ j, e ≠ b j := fun e he j => (hlt e he j).ne
  refine ⟨E, hEa, fun E' hE'a => ?_, hE, fun x => ⟨fun h => ?_, ?_⟩⟩
  · rw [isEnergyLevel_iff (hne E' hE'a)]
    constructor
    · intro hE'
      -- two different roots would contradict monotonicity
      rcases lt_trichotomy E' E with h | h | h
      · linarith [correlation_sum_mono (v := v) (hlt E hEa) h.le]
      · exact h
      · linarith [correlation_sum_mono (v := v) (hlt E' hE'a) h.le]
    · rintro rfl
      exact hE
  · exact ⟨x none, eq_smul_ciVector (hne E hEa) h⟩
  · rintro ⟨c, rfl⟩
    rw [Matrix.mulVec_smul, ciVector_eigen (hne E hEa) hE, smul_comm]
```

## (h) Comparison with second order

Now let b_j > a for all j, and let E < a be a level. Show that

a − Σ_j v_j²/(b_j − a) < E.

**Solution.** By (f), E solves the equation in (b). Since E < a, some v_k ≠ 0. Replacing b_j − E by the smaller positive b_j − a lowers no term and strictly raises term k, so the sum grows.

The left side is the energy to second order when the diagonal of H is the unperturbed Hamiltonian and the couplings v_j are the perturbation. In this finite model without couplings between excitations, that second-order treatment therefore overestimates the size of the correlation energy E − a.

```lean
/-- If all excited energies lie above the reference energy `a`, the second-order perturbation
energy, with the diagonal of the CI matrix as unperturbed Hamiltonian, lies strictly below any CI
energy level `E` that is below `a`. -/
theorem second_order_lt_level (hb : ∀ j, a < b j) (hEa : E < a)
    (h : IsEnergyLevel (ciMatrix a b v) E) :
    a - ∑ j, v j ^ 2 / (b j - a) < E := by
  have hE := (isEnergyLevel_iff fun j => (hEa.trans (hb j)).ne).1 h
  -- a level below the reference needs a nonzero coupling
  obtain ⟨k, hk⟩ : ∃ k, v k ≠ 0 := by
    by_contra hn
    have hz : ∀ j, v j = 0 := fun j => by
      by_contra hj
      exact hn ⟨j, hj⟩
    have hs : ∑ j, v j ^ 2 / (b j - E) = 0 :=
      Finset.sum_eq_zero fun j _ => by rw [hz j]; ring
    linarith
  have hsum : ∑ j, v j ^ 2 / (b j - E) < ∑ j, v j ^ 2 / (b j - a) := by
    refine Finset.sum_lt_sum (fun j _ => ?_) ⟨k, Finset.mem_univ k, ?_⟩
    · exact div_le_div_of_nonneg_left (sq_nonneg _) (sub_pos.2 (hb j)) (by linarith)
    · exact div_lt_div_of_pos_left (by positivity) (sub_pos.2 (hb k)) (by linarith)
  linarith

end

end CorrelationEnergy
```

```lean
#print axioms CorrelationEnergy.unique_correlated_level
-- 'CorrelationEnergy.unique_correlated_level' depends on axioms: [propext, Classical.choice, Quot.sound]
#print axioms CorrelationEnergy.second_order_lt_level
-- 'CorrelationEnergy.second_order_lt_level' depends on axioms: [propext, Classical.choice, Quot.sound]
```
